# The linear-response Hubbard matrix of two equivalent sites does not depend on the nonzero regularizing constant

Two equivalent sites exchange charge with real, nonzero strength `c0` in the bare response and `c` in the screened one, each response matrix having diagonal entries minus the strength and off-diagonal entries plus it. Such a matrix is singular, so a nonzero multiple `a` of the all-ones matrix is added to each before inversion. The theorem states that the bare inverse minus the screened inverse has diagonal entries 1/(4c) − 1/(4c0) and off-diagonal entries of the opposite sign, whatever the nonzero `a`. The attempt proposes an explicit inverse for a general nonzero strength, checks entry by entry that the product is the identity, and then subtracts the two inverses.

The first attempt, which Lean rejects:

```lean
import Mathlib

open Matrix

namespace HubbardUDimer

noncomputable section

variable {n : Type*} [Fintype n]

/-- The matrix `J` whose entries are all one. -/
def onesMatrix (n : Type*) : Matrix n n ℝ := Matrix.of fun _ _ => 1

/-- The regularized response `X + a J`. -/
def regularized (X : Matrix n n ℝ) (a : ℝ) : Matrix n n ℝ := X + a • onesMatrix n

variable [DecidableEq n]

/-- The linear-response Hubbard matrix `U = (X0 + a J)⁻¹ - (X + a J)⁻¹` from the bare response
`X0` and the screened response `X`, meant for `a` such that both inverses exist. -/
def hubbardU (X0 X : Matrix n n ℝ) (a : ℝ) : Matrix n n ℝ :=
  (regularized X0 a)⁻¹ - (regularized X a)⁻¹

variable {X X0 : Matrix n n ℝ} {a b : ℝ}

/-- The response of two equivalent sites that exchange charge with strength `c`. -/
def dimer (c : ℝ) : Matrix (Fin 2) (Fin 2) ℝ := !![-c, c; c, -c]

/-- For two sites with nonzero bare and screened strengths `c0` and `c`, and nonzero `a`, the
matrix `U` has diagonal entries `1/(4c) - 1/(4c0)` and off-diagonal entries of opposite sign. -/
theorem hubbardU_dimer {c0 c a : ℝ} (hc0 : c0 ≠ 0) (hc : c ≠ 0) (ha : a ≠ 0) :
    hubbardU (dimer c0) (dimer c) a =
      (1 / (4 * c) - 1 / (4 * c0)) • !![1, -1; -1, 1] := by
  have key : ∀ d : ℝ, d ≠ 0 → (regularized (dimer d) a)⁻¹ =
      !![1 / (4 * a) - 1 / (4 * d), 1 / (4 * a) + 1 / (4 * d);
         1 / (4 * a) + 1 / (4 * d), 1 / (4 * a) - 1 / (4 * d)] := by
    intro d hd
    apply Matrix.inv_eq_right_inv
    ext i j
    fin_cases i <;> fin_cases j <;>
      simp [regularized, dimer, onesMatrix, Matrix.mul_apply, Fin.sum_univ_two] <;>
      field_simp <;> ring
  rw [hubbardU, key c0 hc0, key c hc]
  ext i j
  fin_cases i <;> fin_cases j <;> simp <;> ring

end

end HubbardUDimer
```

Lean reports:

```
Try this:
  [apply] ring_nf
  
  The `ring` tactic failed to close the goal. Use `ring_nf` to obtain a normal form.
    
  Note that `ring` works primarily in *commutative* rings. If you have a noncommutative ring, abelian group or module, consider using `noncomm_ring`, `abel` or `module` instead.
Try this:
  [apply] ring_nf
  
  The `ring` tactic failed to close the goal. Use `ring_nf` to obtain a normal form.
    
  Note that `ring` works primarily in *commutative* rings. If you have a noncommutative ring, abelian group or module, consider using `noncomm_ring`, `abel` or `module` instead.
Try this:
  [apply] ring_nf
  
  The `ring` tactic failed to close the goal. Use `ring_nf` to obtain a normal form.
    
  Note that `ring` works primarily in *commutative* rings. If you have a noncommutative ring, abelian group or module, consider using `noncomm_ring`, `abel` or `module` instead.
Try this:
  [apply] ring_nf
  
  The `ring` tactic failed to close the goal. Use `ring_nf` to obtain a normal form.
    
  Note that `ring` works primarily in *commutative* rings. If you have a noncommutative ring, abelian group or module, consider using `noncomm_ring`, `abel` or `module` instead.
Main.lean:36:66: error: unsolved goals
case «0».«0»
c0 c a : ℝ
hc0 : c0 ≠ 0
hc : c ≠ 0
ha : a ≠ 0
d : ℝ
hd : d ≠ 0
⊢ d * a * 2 + d * vecHead (vecHead (a • fun x x_1 => 1)) + d * vecHead (vecTail (vecHead (a • fun x x_1 => 1))) -
        a * vecHead (vecHead (a • fun x x_1 => 1)) +
      a * vecHead (vecTail (vecHead (a • fun x x_1 => 1))) =
    d * a * 4

case «0».«1»
c0 c a : ℝ
hc0 : c0 ≠ 0
hc : c ≠ 0
ha : a ≠ 0
d : ℝ
hd : d ≠ 0
⊢ -(d * a * 2) + d * vecHead (vecHead (a • fun x x_1 => 1)) + d * vecHead (vecTail (vecHead (a • fun x x_1 => 1))) +
        a * vecHead (vecHead (a • fun x x_1 => 1)) -
      a * vecHead (vecTail (vecHead (a • fun x x_1 => 1))) =
    0

case «1».«0»
c0 c a : ℝ
hc0 : c0 ≠ 0
hc : c ≠ 0
ha : a ≠ 0
d : ℝ
hd : d ≠ 0
⊢ -(d * a * 2) + d * vecHead (vecHead (vecTail (a • fun x x_1 => 1))) +
          d * vecHead (vecTail (vecHead (vecTail (a • fun x x_1 => 1)))) -
        a * vecHead (vecHead (vecTail (a • fun x x_1 => 1))) +
      a * vecHead (vecTail (vecHead (vecTail (a • fun x x_1 => 1)))) =
    0

case «1».«1»
c0 c a : ℝ
hc0 : c0 ≠ 0
hc : c ≠ 0
ha : a ≠ 0
d : ℝ
hd : d ≠ 0
⊢ d * a * 2 + d * vecHead (vecHead (vecTail (a • fun x x_1 => 1))) +
          d * vecHead (vecTail (vecHead (vecTail (a • fun x x_1 => 1)))) +
        a * vecHead (vecHead (vecTail (a • fun x x_1 => 1))) -
      a * vecHead (vecTail (vecHead (vecTail (a • fun x x_1 => 1)))) =
    d * a * 4
```

As a diff, the version that Lean accepts:

```diff
@@ -36,12 +36,19 @@
          1 / (4 * a) + 1 / (4 * d), 1 / (4 * a) - 1 / (4 * d)] := by
     intro d hd
+    have hr : ∀ i j, regularized (dimer d) a i j = dimer d i j + a :=
+      fun i j => congrArg (dimer d i j + ·) (mul_one a)
+    have hm : regularized (dimer d) a = !![-d + a, d + a; d + a, -d + a] := by
+      ext i j
+      rw [hr]
+      fin_cases i <;> fin_cases j <;> simp [dimer]
+    rw [hm]
     apply Matrix.inv_eq_right_inv
     ext i j
     fin_cases i <;> fin_cases j <;>
-      simp [regularized, dimer, onesMatrix, Matrix.mul_apply, Fin.sum_univ_two] <;>
+      simp [Matrix.mul_apply, Fin.sum_univ_two] <;>
       field_simp <;> ring
   rw [hubbardU, key c0 hc0, key c hc]
   ext i j
-  fin_cases i <;> fin_cases j <;> simp <;> ring
+  fin_cases i <;> fin_cases j <;> simp
 
 end
```

Cause. The four `ring` messages and the unsolved goals belong to one failure, in the check of the explicit inverse. `simp` unfolded the regularized matrix but left entries of the all-ones part in forms such as `vecHead (vecHead (a • fun x x_1 => 1))`. Each of these equals `a`, and with that value all four goals hold. But `vecHead` and `vecTail` hide the indices at which the scaled function is evaluated, so `simp` did not reduce them, and `ring` treated them as unknown quantities.

The repair evaluates the entries first. `hr` shows that each regularized entry is the dimer's entry plus `a`, using `mul_one` for the product of `a` and one. `hm` then writes the whole matrix as an explicit two-by-two array, and `rw [hm]` puts it into the goal before the inverse is checked, so that only ordinary algebra in `a` and `d` remains.

Dropping the three definitions from the `simp` call is tidying, since they no longer occur in the goal there. So is removing the last `ring`, since `simp` already closes those goals.
